# A momentum shift ħq in a spin-orbit Hamiltonian couples to the spin-orbit-corrected momentum

The theorem `kp_hamiltonian` concerns a Hamiltonian with a kinetic term p²/(2m), a potential V and a spin-orbit term c (σ × F) · p. It states that replacing each p_i by p_i + ħq_i adds exactly (ħ/m) q · π + ħ²q²/(2m), where π = p + mc (σ × F). The mass m is real and nonzero, ħ, c and the q_i are real, and p, σ, F and V are arbitrary elements of a complex algebra, with no commutation relations assumed. The proof writes the spin-orbit energy through `soField` on both sides, expands the sums, and uses `match_scalars` to reduce the claim to equations between scalar coefficients.

As first written in Lean, the proof fails:

```lean
import Mathlib

open Complex

namespace SpinOrbitMomentum

noncomputable section

variable {A : Type*} [Ring A] [Algebra ℂ A]

/-- The Levi-Civita symbol, with indices counted cyclically modulo three. -/
def eps (i j k : Fin 3) : ℂ :=
  if j = i + 1 ∧ k = i + 2 then 1 else if j = i + 2 ∧ k = i + 1 then -1 else 0

/-- The spin-orbit vector `(σ × F)_k = ∑ ε_ijk σ_i F_j`. -/
def soField (σ F : Fin 3 → A) (k : Fin 3) : A :=
  ∑ i, ∑ j, eps i j k • (σ i * F j)

/-- The Hamiltonian `p²/(2m) + V + c ∑ ε_ijk σ_i F_j p_k`. -/
def hamiltonian (m c : ℝ) (p σ F : Fin 3 → A) (V : A) : A :=
  (1 / (2 * (m : ℂ))) • ∑ i, p i * p i + V
    + (c : ℂ) • ∑ i, ∑ j, ∑ k, eps i j k • (σ i * F j * p k)

/-- The spin-orbit-corrected momentum `π_k = p_k + m c (σ × F)_k`. -/
def soMomentum (m c : ℝ) (p σ F : Fin 3 → A) (k : Fin 3) : A :=
  p k + ((m : ℂ) * (c : ℂ)) • soField σ F k

/-- The spin-orbit energy is the scalar product of `σ × F` with the momentum. -/
theorem hamiltonian_eq (m c : ℝ) (p σ F : Fin 3 → A) (V : A) :
    hamiltonian m c p σ F V = (1 / (2 * (m : ℂ))) • ∑ i, p i * p i + V
      + (c : ℂ) • ∑ k, soField σ F k * p k := by
  have h : ∑ i, ∑ j, ∑ k, eps i j k • (σ i * F j * p k) = ∑ k, soField σ F k * p k := by
    simp only [soField, Fin.sum_univ_three, add_mul, smul_mul_assoc]
    abel
  rw [hamiltonian, h]

/-- Shifting the momentum by `ℏ q` turns `H` into the k·p Hamiltonian
`H + (ℏ/m) q · π + ℏ² q² / (2m)`, with `π` the spin-orbit-corrected momentum. -/
theorem kp_hamiltonian {m : ℝ} (hbar c : ℝ) (p σ F : Fin 3 → A) (V : A) (hm : m ≠ 0)
    (q : Fin 3 → ℝ) :
    hamiltonian m c (fun i => p i + ((hbar : ℂ) * (q i : ℂ)) • (1 : A)) σ F V
      = hamiltonian m c p σ F V
        + ((hbar : ℂ) / (m : ℂ)) • ∑ i, (q i : ℂ) • soMomentum m c p σ F i
        + ((hbar : ℂ) ^ 2 / (2 * (m : ℂ)) * ∑ i, (q i : ℂ) ^ 2) • (1 : A) := by
  have hm' : (m : ℂ) ≠ 0 := by exact_mod_cast hm
  rw [hamiltonian_eq, hamiltonian_eq]
  simp only [soMomentum, Fin.sum_univ_three, add_mul, mul_add, smul_mul_assoc,
    mul_smul_comm, mul_one, one_mul]
  match_scalars <;> first | ring1 | (field_simp; ring1)

end

end SpinOrbitMomentum
```

Compiling this gives:

```
Main.lean:49:49: error: No goals to be solved
Main.lean:49:49: error: No goals to be solved
Main.lean:49:49: error: No goals to be solved
```

Lean accepts the file once it reads:

```diff
@@ -47,5 +47,5 @@
   simp only [soMomentum, Fin.sum_univ_three, add_mul, mul_add, smul_mul_assoc,
     mul_smul_comm, mul_one, one_mul]
-  match_scalars <;> first | ring1 | (field_simp; ring1)
+  match_scalars <;> first | ring1 | field_simp
 
 end
```

Diagnosis. All three errors point to the `ring1` after `field_simp`. "No goals to be solved" means that `field_simp` had already closed the goal, so `ring1` had nothing left to prove.

The second alternative of `first` is tried only on goals where the first `ring1` fails. Here these are the three equations for the coefficients of `soField σ F k`, one for each component. The shifted spin-orbit term gives cħq_k, while the term with π gives (ħ/m) q_k · mc. To equate them one must cancel m against 1/m, which needs m ≠ 0, and `ring1` does not use that hypothesis. `field_simp` finds it in the context as `hm'`, cancels m, and finishes the equation itself.

The repair drops the `ring1` after `field_simp` and keeps the one tried first, which still settles the other coefficients.
